# For Real and Complex Antisymmetric Matrices of Even Size, the Determinant Is the Square of the Pfaffian

## Four Majorana modes

Take four Majorana operators $\gamma_0,\dots,\gamma_3$, which anticommute and square to one, in a free-fermion (Gaussian) state with no odd correlations. Their two-point functions form a real antisymmetric matrix $\Gamma$, with $\Gamma_{jk}=i\langle\gamma_j\gamma_k\rangle$ for $j\neq k$. Wick's theorem gives the expectation value of the parity $i^2\gamma_0\gamma_1\gamma_2\gamma_3$ as

$$\mathrm{Pf}\,\Gamma=\Gamma_{01}\Gamma_{23}-\Gamma_{02}\Gamma_{13}+\Gamma_{03}\Gamma_{12}.$$

To compare this with $\det\Gamma$, split off the first row $b=(\Gamma_{01},\Gamma_{02},\Gamma_{03})$ and call the remaining $3\times3$ block $S$. The vector $p=(\Gamma_{23},-\Gamma_{13},\Gamma_{12})$ satisfies $Sp=0$, and direct computation gives $\mathrm{adj}\,S=pp^T$, where adj is the transposed cofactor matrix. Expanding along the first row and column then gives

$$\det\Gamma=b^T(\mathrm{adj}\,S)\,b=(b\cdot p)^2=(\mathrm{Pf}\,\Gamma)^2.$$

By the theorem below, the same holds for $2n$ Majorana modes in such a Gaussian state, with the parity defined as $i^n\gamma_0\gamma_1\cdots\gamma_{2n-1}$: the determinant fixes the magnitude of the parity expectation value, while its sign, which is that of the Pfaffian, is lost in the square.

## The identity for any even size

Indices start at 0. The Pfaffian is 1 for the empty matrix and 0 for a $1\times1$ matrix; for size $N\ge2$,

$$\mathrm{Pf}\,A=\sum_{j=0}^{N-2}(-1)^jA_{0,j+1}\,\mathrm{Pf}(A\text{ without rows and columns }0,\,j+1).$$

The theorem `det_eq_pfaffian_sq` says that if $A$ has size $2n$ and $A^T=-A$, then $\det A=(\mathrm{Pf}\,A)^2$. The entries lie in a commutative ring `R` without zero divisors (`IsDomain R`) in which $2\neq0$ (`NeZero (2 : R)`). This includes every field of characteristic zero. For complex entries the condition involves the transpose, not the Hermitian conjugate. The second theorem, `det_nonneg_real`, gives $\det A\ge0$ for real entries.

The condition $2\neq0$ forces the diagonal to vanish. Over the field with two elements, the $2\times2$ identity matrix satisfies $A^T=-A$, yet it has determinant 1 and Pfaffian 0.

In Lean, `Fin (2 * n)` is the index set $0,\dots,2n-1$, and `pfaffian` is the recursion above; its equality with the signed sum over all pairings is not proved here. The matrix is arbitrary antisymmetric data: that a Gaussian state obeys Wick's theorem, so that its parity expectation value is $\mathrm{Pf}\,\Gamma$, is the step left to physics.

## Derivation by induction on the size

For $n=0$ both sides are 1. Assume the identity for size $2n$, and let $M$ be antisymmetric of size $2n+2$. Since $M_{00}=-M_{00}$, the corner entry vanishes, and

$$M=\begin{pmatrix}0&b^T\\-b&S\end{pmatrix}.$$

Write $S^{(j)}$ for $S$ without row and column $j$, and set $p_j=(-1)^j\,\mathrm{Pf}\,S^{(j)}$. The recursion now reads $\mathrm{Pf}\,M=b\cdot p$.

**Bordered determinant.** Expand $\det M$ along row 0, then each minor along its first column, which is $-b$. The signs combine as $(-1)^{j+1}(-1)^i(-1)=(-1)^{i+j}$, so

$$\det M=\sum_{j,i}b_jb_i\,(\mathrm{adj}\,S)_{ji}.$$

**The vector $p$ is annihilated by $S$.** Take fermion operators with $\{a_i,a_j^\dagger\}=\delta_{ij}$ and vacuum $|0\rangle$, and define

$$\varphi_i=a_i^\dagger+\sum_kS_{ik}a_k.$$

Then $\{\varphi_i,\varphi_j\}=S_{ij}+S_{ji}=0$ and $\varphi_i^2=S_{ii}=0$. In a vacuum expectation value the leading $\varphi_i$ contributes only its annihilation part, since $\langle0|a_i^\dagger=0$. Moving that part to the right, with $\{\sum_kS_{ik}a_k,\varphi_j\}=S_{ij}$, gives

$$\langle\varphi_i\varphi_{j_0}\cdots\varphi_{j_r}\rangle=\sum_{k=0}^{r}(-1)^kS_{ij_k}\langle\varphi_{j_0}\cdots\widehat{\varphi_{j_k}}\cdots\varphi_{j_r}\rangle,$$

where the hat marks an omitted factor. This is the Pfaffian recursion, with the same starting values $\langle1\rangle=1$ and $\langle\varphi_i\rangle=0$, so these expectation values are Pfaffians. The product $\varphi_i\varphi_0\varphi_1\cdots\varphi_{2n}$ contains $\varphi_i$ twice and vanishes. Hence

$$0=\sum_j(-1)^jS_{ij}\,\mathrm{Pf}\,S^{(j)}=(Sp)_i.$$

**The adjugate is $pp^T$.** Let $C=\mathrm{adj}\,S$. By the induction hypothesis, $C_{jj}=\det S^{(j)}=p_j^2$. Because $S$ has odd size, $\det S=\det S^T=-\det S$, so $\det S=0$; also $C^T=C$.

Any $x$ with $Sx=0$ satisfies $x_kC_{ij}=x_iC_{kj}$. This is clear for $x=0$. Otherwise, replace row $j$ of $S$ by $x_ke_i^T-x_ie_k^T$, with $e_i$ the unit vectors. The new matrix still annihilates $x$, so its determinant $x_kC_{ij}-x_iC_{kj}$ is zero.

Use this relation with $k=j$ for two kernel vectors. The choice $x=p$ gives $p_jC_{ij}=p_ip_j^2$. Column $i$ of $C$, which is in the kernel because $SC=(\det S)\,1=0$, gives $C_{ij}^2=C_{ii}C_{jj}=p_i^2p_j^2$. Therefore

$$(C_{ij}-p_ip_j)^2=p_i^2p_j^2-2p_i^2p_j^2+p_i^2p_j^2=0,$$

and $C_{ij}=p_ip_j$, with no division by a possibly vanishing $p_j$.

**Conclusion.** $\det M=b^Tpp^Tb=(b\cdot p)^2=(\mathrm{Pf}\,M)^2$. For real entries this is a square of a real number, hence nonnegative.

## The Lean source

```lean
import Mathlib

open Matrix

namespace PfaffianSquare

variable {R : Type*} [CommRing R]

/-- The Pfaffian by recursive expansion along the first row: pair the first index with each
other index in turn, with alternating sign, and delete both. -/
def pfaffian : (n : ℕ) → Matrix (Fin n) (Fin n) R → R
  | 0, _ => 1
  | 1, _ => 0
  | n + 2, A => ∑ j : Fin (n + 1), (-1) ^ (j : ℕ) * A 0 j.succ *
      pfaffian n (A.submatrix (fun k => (j.succAbove k).succ) (fun k => (j.succAbove k).succ))

/-- The signed Pfaffians of the matrices obtained by deleting row and column `j`. -/
def subPfaffian {n : ℕ} (A : Matrix (Fin (n + 1)) (Fin (n + 1)) R) (j : Fin (n + 1)) : R :=
  (-1) ^ (j : ℕ) * pfaffian n (A.submatrix j.succAbove j.succAbove)


section Wick

variable {M : Type*} [AddCommGroup M] [Module R M]

/-- Contracting a product of anticommuting generators with a linear form `d` removes each factor
`v j` in turn, with alternating sign and coefficient `d (v j)`, and sums the results. -/
theorem contract_product (d : Module.Dual R M) : ∀ (n : ℕ) (v : Fin (n + 1) → M),
    CliffordAlgebra.contractLeft (Q := (0 : QuadraticForm R M)) d
      (ExteriorAlgebra.ιMulti R (n + 1) v) =
    ∑ j : Fin (n + 1), ((-1) ^ (j : ℕ) * d (v j)) •
      ExteriorAlgebra.ιMulti R n (fun k => v (j.succAbove k))
  | 0, v => by
    rw [ExteriorAlgebra.ιMulti_succ_apply, CliffordAlgebra.contractLeft_ι_mul,
      ExteriorAlgebra.ιMulti_zero_apply, CliffordAlgebra.contractLeft_one]
    simp
  | n + 1, v => by
    rw [ExteriorAlgebra.ιMulti_succ_apply, CliffordAlgebra.contractLeft_ι_mul,
      contract_product d n, Fin.sum_univ_succ (n := n + 1), Finset.mul_sum, sub_eq_add_neg,
      ← Finset.sum_neg_distrib]
    congr 1
    · simp [Matrix.vecTail, Function.comp_def]
    · refine Finset.sum_congr rfl fun j _ => ?_
      have ht : Matrix.vecTail (fun k => v (j.succ.succAbove k)) =
          fun k => Matrix.vecTail v (j.succAbove k) := by
        funext k
        simp [Matrix.vecTail]
      rw [ExteriorAlgebra.ιMulti_succ_apply, ht]
      simp [Matrix.vecTail, pow_succ]

/-- The scalar part of a product of anticommuting generators after reordering with the
alternating pairing `B`. -/
noncomputable def pairing (B : LinearMap.BilinForm R M)
    (h : LinearMap.BilinMap.toQuadraticMap B = (0 : QuadraticForm R M) - 0) :
    ExteriorAlgebra R M →ₗ[R] R :=
  (ExteriorAlgebra.algebraMapInv : ExteriorAlgebra R M →ₐ[R] R).toLinearMap ∘ₗ
    CliffordAlgebra.changeForm h

/-- Wick recursion: a leading generator `m` is paired with the remaining factors by contraction with
`B m`, with a minus sign. -/
theorem pairing_mul (B : LinearMap.BilinForm R M)
    (h : LinearMap.BilinMap.toQuadraticMap B = (0 : QuadraticForm R M) - 0)
    (m : M) (x : ExteriorAlgebra R M) :
    pairing B h (ExteriorAlgebra.ι R m * x) =
      -pairing B h (CliffordAlgebra.contractLeft (Q := (0 : QuadraticForm R M)) (B m) x) := by
  have h0 : (ExteriorAlgebra.algebraMapInv : ExteriorAlgebra R M →ₐ[R] R)
      (ExteriorAlgebra.ι R m) = 0 := by
    simp [ExteriorAlgebra.algebraMapInv]
  simp only [pairing, LinearMap.comp_apply, AlgHom.toLinearMap_apply]
  rw [CliffordAlgebra.changeForm_ι_mul, CliffordAlgebra.changeForm_contractLeft, map_sub,
    map_mul, h0, zero_mul, zero_sub]

/-- An algebraic form of Wick's theorem for anticommuting generators: after reordering with the
alternating form `B`, the scalar part of a product of generators is the Pfaffian of the matrix of
negated values of `B`. -/
theorem pairing_product (B : LinearMap.BilinForm R M)
    (h : LinearMap.BilinMap.toQuadraticMap B = (0 : QuadraticForm R M) - 0) :
    ∀ (n : ℕ) (v : Fin n → M), pairing B h (ExteriorAlgebra.ιMulti R n v) =
      pfaffian n (Matrix.of fun i j => -B (v i) (v j))
  | 0, v => by
    rw [ExteriorAlgebra.ιMulti_zero_apply]
    simp [pairing, pfaffian, CliffordAlgebra.changeForm_one]
  | 1, v => by
    rw [ExteriorAlgebra.ιMulti_succ_apply, pairing_mul, ExteriorAlgebra.ιMulti_zero_apply,
      CliffordAlgebra.contractLeft_one]
    simp [pfaffian]
  | n + 2, v => by
    rw [ExteriorAlgebra.ιMulti_succ_apply, pairing_mul, contract_product, map_sum,
      ← Finset.sum_neg_distrib, pfaffian]
    refine Finset.sum_congr rfl fun j _ => ?_
    rw [map_smul, pairing_product B h n, smul_eq_mul]
    exact (by intros; ring : ∀ s b p : R, -((s * b) * p) = s * (-b) * p) _ _ _

end Wick

/-- An antisymmetric determinant with zero corner entry is a quadratic form in its first row,
with the adjugate of the remaining block as coefficients. -/
theorem det_bordered {n : ℕ} (M : Matrix (Fin (n + 2)) (Fin (n + 2)) R) (hM : Mᵀ = -M)
    (h00 : M 0 0 = 0) : M.det = ∑ j : Fin (n + 1), ∑ i : Fin (n + 1),
      M 0 j.succ * M 0 i.succ * (M.submatrix Fin.succ Fin.succ).adjugate j i := by
  rw [Matrix.det_succ_row_zero, Fin.sum_univ_succ, h00]
  simp only [mul_zero, zero_mul, zero_add]
  refine Finset.sum_congr rfl fun j _ => ?_
  rw [Matrix.det_succ_column_zero, Finset.mul_sum]
  refine Finset.sum_congr rfl fun i _ => ?_
  have hs : M i.succ 0 = -M 0 i.succ := congrFun (congrFun hM 0) i.succ
  have he : (M.submatrix Fin.succ j.succ.succAbove) i 0 = -M 0 i.succ := by
    rw [Matrix.submatrix_apply, Fin.succ_succAbove_zero, hs]
  have hm : (M.submatrix Fin.succ j.succ.succAbove).submatrix i.succAbove Fin.succ =
      (M.submatrix Fin.succ Fin.succ).submatrix i.succAbove j.succAbove := by
    ext k l
    simp
  rw [Matrix.adjugate_fin_succ_eq_det_submatrix, hm, he, Fin.val_succ]
  ring

variable [IsDomain R]

/-- Over an integral domain, if `A x = 0`, then every column `c` of the adjugate of `A` satisfies
`x k * c i = x i * c k` for all `i` and `k`. -/
theorem adjugate_kernel {n : ℕ} (A : Matrix (Fin n) (Fin n) R) (x : Fin n → R)
    (hx : A *ᵥ x = 0) (i j k : Fin n) : x k * A.adjugate i j = x i * A.adjugate k j := by
  by_cases h0 : x = 0
  · simp [h0]
  -- replace row j by a vector orthogonal to x: the new matrix still annihilates x
  have hdet : (A.updateRow j (x k • (Pi.single i (1 : R) : Fin n → R) +
      (-x i) • (Pi.single k (1 : R) : Fin n → R))).det = 0 := by
    refine Matrix.exists_mulVec_eq_zero_iff.mp ⟨x, h0, ?_⟩
    ext l
    by_cases hl : l = j
    · subst hl
      simp only [Matrix.mulVec, Matrix.updateRow_self, add_dotProduct, smul_dotProduct,
        single_dotProduct, smul_eq_mul, Pi.zero_apply]
      ring
    · change (A.updateRow j _ l) ⬝ᵥ x = 0
      rw [Matrix.updateRow_ne hl]
      exact congrFun hx l
  rw [Matrix.det_updateRow_add, Matrix.det_updateRow_smul, Matrix.det_updateRow_smul,
    ← Matrix.adjugate_apply, ← Matrix.adjugate_apply] at hdet
  linear_combination hdet

variable [NeZero (2 : R)]

/-- Where 2 ≠ 0 in an integral domain, a number equal to its own negative is zero. -/
theorem eq_zero_of_eq_neg {a : R} (h : a = -a) : a = 0 := by
  have h2 : 2 * a = 0 := by linear_combination h
  exact (mul_eq_zero.mp h2).resolve_left (NeZero.ne (2 : R))

/-- An antisymmetric matrix, over an integral domain with 2 ≠ 0, annihilates the vector of its
signed sub-Pfaffians. -/
theorem mulVec_subPfaffian {n : ℕ} (A : Matrix (Fin (n + 1)) (Fin (n + 1)) R)
    (hA : Aᵀ = -A) : A *ᵥ subPfaffian A = 0 := by
  have hq : ∀ x, x ⬝ᵥ A *ᵥ x = 0 := fun x => eq_zero_of_eq_neg <| by
    calc x ⬝ᵥ A *ᵥ x = (x ᵥ* A) ⬝ᵥ x := Matrix.dotProduct_mulVec x A x
      _ = (Aᵀ *ᵥ x) ⬝ᵥ x := by rw [Matrix.mulVec_transpose]
      _ = -(x ⬝ᵥ A *ᵥ x) := by rw [hA, Matrix.neg_mulVec, neg_dotProduct, dotProduct_comm]
  obtain ⟨B, e, hself, hB⟩ : ∃ (B : LinearMap.BilinForm R (Fin (n + 1) → R))
      (e : Fin (n + 1) → Fin (n + 1) → R),
      (∀ x, B x x = 0) ∧ ∀ i j, B (e i) (e j) = -A i j :=
    ⟨Matrix.toBilin' (-A), fun j => Pi.single j 1,
      fun x => by rw [Matrix.toBilin'_apply', Matrix.neg_mulVec, dotProduct_neg, hq, neg_zero],
      fun i j => Matrix.toBilin'_single (-A) i j⟩
  have h : LinearMap.BilinMap.toQuadraticMap B =
      (0 : QuadraticForm R (Fin (n + 1) → R)) - 0 := by
    ext x
    simp [hself]
  ext i
  -- a product with a repeated generator vanishes
  have h0 : ExteriorAlgebra.ιMulti R (n + 2)
      (Fin.cons (e i) e : Fin (n + 2) → Fin (n + 1) → R) = 0 :=
    AlternatingMap.map_eq_zero_of_eq _ _ (i := 0) (j := i.succ) (by simp)
      (Fin.succ_ne_zero i).symm
  rw [ExteriorAlgebra.ιMulti_succ_apply] at h0
  have h2 : ExteriorAlgebra.ι R (e i) * ExteriorAlgebra.ιMulti R (n + 1) e = 0 := h0
  have h1 := pairing_mul B h (e i) (ExteriorAlgebra.ιMulti R (n + 1) e)
  have h3 : ∑ j : Fin (n + 1), pairing B h (((-1) ^ (j : ℕ) * B (e i) (e j)) •
      ExteriorAlgebra.ιMulti R n (fun k => e (j.succAbove k))) =
      -∑ j, A i j * subPfaffian A j := by
    rw [← Finset.sum_neg_distrib]
    refine Finset.sum_congr rfl fun j _ => ?_
    have hm : (Matrix.of fun k l => -B (e (j.succAbove k)) (e (j.succAbove l))) =
        A.submatrix j.succAbove j.succAbove := by
      ext k l
      simp only [Matrix.of_apply, Matrix.submatrix_apply, hB, neg_neg]
    rw [map_smul, pairing_product, hm, hB, smul_eq_mul, subPfaffian]
    ring
  rw [h2, map_zero, contract_product, map_sum, h3, neg_neg] at h1
  exact h1.symm

/-- For an antisymmetric matrix of odd size over an integral domain with 2 ≠ 0, a kernel vector
whose squared entries are the diagonal cofactors determines the whole adjugate. -/
theorem adjugate_eq_mul {n : ℕ} (hn : Even n) (A : Matrix (Fin (n + 1)) (Fin (n + 1)) R)
    (hA : Aᵀ = -A) (x : Fin (n + 1) → R) (hx : A *ᵥ x = 0)
    (hd : ∀ j, A.adjugate j j = x j ^ 2) (i j : Fin (n + 1)) :
    A.adjugate i j = x i * x j := by
  have hdet : A.det = 0 := eq_zero_of_eq_neg <| by
    calc A.det = Aᵀ.det := (Matrix.det_transpose A).symm
      _ = -A.det := by
        rw [hA, Matrix.det_neg, Fintype.card_fin, pow_succ, hn.neg_one_pow]
        ring
  have hsymm : A.adjugateᵀ = A.adjugate := by
    rw [Matrix.adjugate_transpose, hA, ← neg_one_smul R A, Matrix.adjugate_smul,
      Fintype.card_fin, Nat.add_sub_cancel, hn.neg_one_pow, one_smul]
  have hji : A.adjugate j i = A.adjugate i j := congrFun (congrFun hsymm i) j
  have hcol : A *ᵥ (fun k => A.adjugate k i) = 0 := by
    ext l
    have h := congrFun (congrFun (Matrix.mul_adjugate A) l) i
    rw [hdet, zero_smul] at h
    exact h
  have h1 : A.adjugate j i * A.adjugate i j = A.adjugate i i * A.adjugate j j :=
    adjugate_kernel A _ hcol i j j
  have h2 := adjugate_kernel A x hx i j j
  rw [hji, hd, hd] at h1
  rw [hd] at h2
  -- the difference of the two sides squares to zero
  have h3 : (A.adjugate i j - x i * x j) ^ 2 = 0 := by
    linear_combination h1 - 2 * x i * h2
  exact sub_eq_zero.mp ((pow_eq_zero_iff two_ne_zero).mp h3)

/-- The determinant of an antisymmetric matrix of even size, over an integral domain with
2 ≠ 0, is the square of its Pfaffian. -/
theorem det_eq_pfaffian_sq (n : ℕ) : ∀ A : Matrix (Fin (2 * n)) (Fin (2 * n)) R,
    Aᵀ = -A → A.det = pfaffian (2 * n) A ^ 2 := by
  induction n with
  | zero =>
    intro A _
    have h : pfaffian (2 * 0) A = 1 := rfl
    rw [h, one_pow]
    exact Matrix.det_fin_zero
  | succ n ih =>
    have key : ∀ M : Matrix (Fin (2 * n + 2)) (Fin (2 * n + 2)) R,
        Mᵀ = -M → M.det = pfaffian (2 * n + 2) M ^ 2 := by
      intro M hM
      obtain ⟨S, hSM⟩ : ∃ S, S = M.submatrix Fin.succ Fin.succ := ⟨_, rfl⟩
      have hS : Sᵀ = -S := by
        rw [hSM]
        ext i j
        exact congrFun (congrFun hM i.succ) j.succ
      -- the diagonal cofactors of S are squares by the induction hypothesis
      have hd : ∀ j, S.adjugate j j = subPfaffian S j ^ 2 := by
        intro j
        rw [Matrix.adjugate_fin_succ_eq_det_submatrix,
          ih _ (by ext k l; exact congrFun (congrFun hS _) _), subPfaffian]
        ring
      have hpf : pfaffian (2 * n + 2) M = ∑ j, M 0 j.succ * subPfaffian S j := by
        rw [pfaffian, hSM]
        refine Finset.sum_congr rfl fun j _ => ?_
        exact (by intros; ring : ∀ s b p : R, s * b * p = b * (s * p)) _ _ _
      rw [det_bordered M hM (eq_zero_of_eq_neg (congrFun (congrFun hM 0) 0)), ← hSM, hpf, sq,
        Finset.sum_mul_sum]
      refine Finset.sum_congr rfl fun j _ => Finset.sum_congr rfl fun i _ => ?_
      rw [adjugate_eq_mul (even_two_mul n) S hS _ (mulVec_subPfaffian S hS) hd]
      ring
    exact fun A hA => key A hA


/-- A real antisymmetric matrix of even size has nonnegative determinant. -/
theorem det_nonneg_real (n : ℕ) (A : Matrix (Fin (2 * n)) (Fin (2 * n)) ℝ) (hA : Aᵀ = -A) :
    0 ≤ A.det := by
  rw [det_eq_pfaffian_sq n A hA]
  exact sq_nonneg _

end PfaffianSquare
```

```lean
#print axioms PfaffianSquare.det_eq_pfaffian_sq
#print axioms PfaffianSquare.det_nonneg_real
```

```
'PfaffianSquare.det_eq_pfaffian_sq' depends on axioms: [propext, Classical.choice, Quot.sound]
'PfaffianSquare.det_nonneg_real' depends on axioms: [propext, Classical.choice, Quot.sound]
```

## From Wick contractions to the determinant

The code replaces Fock space by Mathlib's exterior algebra, where `ExteriorAlgebra.ιMulti` is a product of anticommuting generators. `contract_product` proves, by recursion on the number of factors, that contraction removes each factor in turn with alternating sign.

The name `pairing` denotes a linear functional, not a partition into pairs. It reorders a product with `changeForm` and takes the scalar part, as the vacuum expectation value does above. Its hypothesis `h` says that $B(x,x)=0$ for the bilinear form $B$. `pairing_mul` is the contraction of the leading factor, and `pairing_product` identifies the result with `pfaffian`. Mathlib's sign convention makes the two-point value $-B$, so `mulVec_subPfaffian` chooses $B=-A$. That lemma then evaluates the product with a repeated generator in two ways and obtains $Ap=0$, where `subPfaffian` is $p$ with its sign included.

`det_bordered` carries out the double expansion. `adjugate_kernel` is the row replacement, with `updateRow` for the new row and `exists_mulVec_eq_zero_iff` for the vanishing determinant. `adjugate_eq_mul` assumes a kernel vector $x$ with $C_{jj}=x_j^2$ for every $j$; its `linear_combination` step assembles the vanishing square from the two relations.

In `det_eq_pfaffian_sq`, the induction hypothesis supplies those diagonal cofactors as `hd`, and `hpf` is $\mathrm{Pf}\,M=b\cdot p$. `Finset.sum_mul_sum` writes $(b\cdot p)^2$ as a double sum, which is matched term by term with the bordered determinant. `det_nonneg_real` rewrites the determinant with this identity and applies `sq_nonneg`.
